# The Schwarz bound on Coulomb elements for a positive semidefinite matrix of pair integrals

## Pair integrals, Schwarz factors and Coulomb elements

In a basis of real orbitals φ_μ, an orbital pair p = μν has the pair density ρ_p(r) = φ_μ(r) φ_ν(r). In atomic units, the repulsion between two pair densities is the two-electron integral

B_pq = (p|q) = ∬ ρ_p(r) ρ_q(r') / |r − r'| dr dr'.

Each entry of the Coulomb matrix is a sum of these integrals weighted by density-matrix elements D_q. With localized basis functions, most of the integrals in a large molecule are tiny, and the problem is to bound a contribution before computing its integral.

The orbital pairs are labelled by a finite type `ι`, and B is a real matrix over it. If each unordered pair is listed once, the factor 2 for μ ≠ ν is absorbed into D_q.

```lean
import Mathlib

open Matrix

namespace SchwarzScreening

noncomputable section

variable {ι : Type*} [Fintype ι]
```

The Schwarz factor is the square root of a pair's self-repulsion:

Q_p = √B_pp.

```lean
/-- The Schwarz factor `Q_p = √(B_pp)` of an orbital pair `p`, for a matrix `B` of pair
integrals with nonnegative diagonal. -/
def schwarzFactor (B : Matrix ι ι ℝ) (p : ι) : ℝ := √(B p p)
```

The Coulomb element is one entry of the Coulomb matrix, not the total Coulomb energy:

J_p = ∑_q B_pq D_q.

The vector D may be any real vector; it need not come from a wavefunction.

```lean
/-- The Coulomb element `J_p = ∑_q B_pq D_q` of the density vector `D`. -/
def coulomb (B : Matrix ι ι ℝ) (D : ι → ℝ) (p : ι) : ℝ := ∑ q, B p q * D q
```

The contribution of pair q to J_p is estimated by

Q_p Q_q |D_q|.

```lean
/-- The Schwarz estimate `Q_p Q_q |D_q|` for the contribution of pair `q` to `J_p`. -/
def estimate (B : Matrix ι ι ℝ) (D : ι → ℝ) (p q : ι) : ℝ :=
  schwarzFactor B p * schwarzFactor B q * |D q|
```

For a threshold τ, the negligible pairs are those whose estimate is strictly below τ. This set depends on p.

```lean
/-- The pairs whose estimated contribution to `J_p` lies below the threshold `τ`. -/
def negligible (B : Matrix ι ι ℝ) (D : ι → ℝ) (τ : ℝ) (p : ι) : Finset ι :=
  Finset.univ.filter (fun q => estimate B D p q < τ)
```

The screened element sums the remaining contributions, including any whose estimate equals τ.

```lean
/-- The screened Coulomb element: only contributions whose estimate reaches the threshold `τ`
are summed. -/
def screenedCoulomb (B : Matrix ι ι ℝ) (D : ι → ℝ) (τ : ℝ) (p : ι) : ℝ :=
  ∑ q ∈ Finset.univ.filter (fun q => ¬ estimate B D p q < τ), B p q * D q
```

## Self-repulsion is never negative

The hypothesis on B is `B.PosSemidef`: B is symmetric and xᵀBx ≥ 0 for every real vector x. Physically, no real charge distribution built from the pair densities has negative Coulomb self-repulsion. This follows from the positive Fourier transform 4π/k² of the Coulomb kernel, but here it is assumed: the step from the integrals over orbitals to a positive semidefinite B is left to that argument. B may be singular, as it is when the pair densities are linearly dependent.

Take x = e_p + t e_q, the combined density of pair p and t times pair q. Expanding and using B_qp = B_pq gives

0 ≤ xᵀBx = B_qq t² + 2 B_pq t + B_pp for every real t.

```lean
/-- For a positive semidefinite `B`, the self-repulsion of the combined pair density `p + t q`
is nonnegative for every real `t`. -/
theorem pair_repulsion_nonneg {B : Matrix ι ι ℝ} (hB : B.PosSemidef) (p q : ι) (t : ℝ) :
    0 ≤ B q q * (t * t) + 2 * B p q * t + B p p := by
  classical
  have hs : B q p = B p q := by simpa using hB.isHermitian.apply p q
  have h := hB.dotProduct_mulVec_nonneg
    ((Pi.single p (1 : ℝ) : ι → ℝ) + t • (Pi.single q (1 : ℝ) : ι → ℝ))
  simp only [star_trivial, Matrix.mulVec_add, Matrix.mulVec_smul, add_dotProduct,
    dotProduct_add, smul_dotProduct, dotProduct_smul, Matrix.mulVec_single_one,
    single_one_dotProduct, Matrix.col_apply, smul_eq_mul] at h
  rw [hs] at h
  linarith
```

The `simp only` call expands the quadratic form on the two unit vectors, and `hs` supplies the symmetry that merges the cross terms.

## From the quadratic to the Schwarz inequality

Setting t = 0 shows B_pp ≥ 0. If B_qq > 0, setting t = −B_pq/B_qq gives B_pq² ≤ B_pp B_qq. If B_qq = 0, the expression is linear in t and can stay nonnegative only if B_pq = 0, so the same inequality holds. Both cases say that the discriminant is not positive:

4 B_pq² − 4 B_pp B_qq ≤ 0.

Taking roots,

|B_pq| ≤ √(B_pp B_qq) = Q_p Q_q.

This is the Cauchy–Schwarz inequality of the form xᵀBy, applied to two unit vectors.

```lean
/-- Schwarz inequality for pair integrals: `|B_pq| ≤ Q_p Q_q` for a positive semidefinite `B`. -/
theorem abs_integral_le {B : Matrix ι ι ℝ} (hB : B.PosSemidef) (p q : ι) :
    |B p q| ≤ schwarzFactor B p * schwarzFactor B q := by
  have hp : 0 ≤ B p p := by simpa using pair_repulsion_nonneg hB p p 0
  -- a quadratic that is never negative has no positive discriminant
  have hd := discrim_le_zero (fun t => pair_repulsion_nonneg hB p q t)
  unfold discrim at hd
  have hsq : B p q ^ 2 ≤ B p p * B q q := by nlinarith
  unfold schwarzFactor
  rw [← Real.sqrt_mul hp]
  exact Real.abs_le_sqrt hsq
```

Mathlib's `discrim_le_zero` treats both cases at once, so zero diagonal elements need no separate proof.

Multiplying by |D_q| ≥ 0 bounds a single contribution:

|B_pq D_q| ≤ Q_p Q_q |D_q|.

```lean
/-- For a positive semidefinite `B`, each contribution to a Coulomb element is bounded by its
Schwarz estimate. -/
theorem abs_contribution_le {B : Matrix ι ι ℝ} (hB : B.PosSemidef) (D : ι → ℝ) (p q : ι) :
    |B p q * D q| ≤ estimate B D p q := by
  rw [abs_mul]
  exact mul_le_mul_of_nonneg_right (abs_integral_le hB p q) (abs_nonneg _)
```

## The bound on a Coulomb element

The triangle inequality, the bound on each term and the common factor Q_p give

|J_p| ≤ ∑_q |B_pq D_q| ≤ ∑_q Q_p Q_q |D_q| = Q_p ∑_q Q_q |D_q|.

```lean
/-- Schwarz screening bound: for a positive semidefinite `B` and any real density vector `D`,
`|J_p| ≤ Q_p ∑_q Q_q |D_q|`. -/
theorem abs_coulomb_le {B : Matrix ι ι ℝ} (hB : B.PosSemidef) (D : ι → ℝ) (p : ι) :
    |coulomb B D p| ≤ schwarzFactor B p * ∑ q, schwarzFactor B q * |D q| := by
  calc |coulomb B D p| ≤ ∑ q, |B p q * D q| := Finset.abs_sum_le_sum_abs _ _
    _ ≤ ∑ q, estimate B D p q := Finset.sum_le_sum fun q _ => abs_contribution_le hB D p q
    _ = schwarzFactor B p * ∑ q, schwarzFactor B q * |D q| := by
      rw [Finset.mul_sum]
      exact Finset.sum_congr rfl fun q _ => mul_assoc _ _ _
```

The three lines of the `calc` block are these three relations. For a finite set of real orbital pairs with positive semidefinite B, the theorem bounds an entry of the Coulomb matrix in a Hartree–Fock or Kohn–Sham calculation using only diagonal integrals and the density.

If B_pp = 0, then Q_p = 0 and the right-hand side vanishes, so J_p = 0 for every D.

```lean
/-- For a positive semidefinite `B`, a pair with zero self-repulsion has a vanishing Coulomb
element for every density vector. -/
theorem coulomb_eq_zero {B : Matrix ι ι ℝ} (hB : B.PosSemidef) {p : ι} (hp : B p p = 0)
    (D : ι → ℝ) : coulomb B D p = 0 := by
  have h := abs_coulomb_le hB D p
  have hQ : schwarzFactor B p = 0 := by rw [schwarzFactor, hp, Real.sqrt_zero]
  rw [hQ, zero_mul] at h
  exact abs_eq_zero.mp (le_antisymm h (abs_nonneg _))
```

## The error made by neglecting small contributions

Splitting the full sum into kept and neglected terms shows that the error is the sum of the neglected ones. Each is at most its estimate, which is below τ. With N_p neglected pairs,

|J_p − J_p(screened)| = |∑_{q neglected} B_pq D_q| ≤ N_p τ.

```lean
/-- For a positive semidefinite `B`, screening with threshold `τ` changes a Coulomb element by at
most `τ` times the number of neglected contributions. -/
theorem screening_error {B : Matrix ι ι ℝ} (hB : B.PosSemidef) (D : ι → ℝ) (τ : ℝ) (p : ι) :
    |coulomb B D p - screenedCoulomb B D τ p| ≤ (negligible B D τ p).card * τ := by
  -- the error is exactly the sum of the neglected contributions
  have hsplit : coulomb B D p - screenedCoulomb B D τ p
      = ∑ q ∈ negligible B D τ p, B p q * D q := by
    have h := Finset.sum_filter_add_sum_filter_not Finset.univ
      (fun q => estimate B D p q < τ) (fun q => B p q * D q)
    unfold coulomb screenedCoulomb negligible
    linarith
  rw [hsplit, ← nsmul_eq_mul]
  refine (Finset.abs_sum_le_sum_abs _ _).trans (Finset.sum_le_card_nsmul _ _ _ ?_)
  intro q hq
  exact (abs_contribution_le hB D p q).trans (Finset.mem_filter.mp hq).2.le
```

Here `hsplit` is the splitting of the sum, and `Finset.sum_le_card_nsmul` turns a bound on each term into a bound by the number of terms.

In an integral-direct calculation, which recomputes the integrals when they are needed instead of storing them, the factors Q_p can be computed once for a given geometry and basis and then stored. Before a batch of integrals is evaluated, the product of the two stored factors and the relevant density element is compared with τ, and the batch is skipped if the product is smaller. If B_pq is computed once and used for both J_p and J_q, the larger of |D_p| and |D_q| enters the test. Programs usually do this for whole shells, using the largest factor and density element in each block. With τ = 10⁻¹⁰ and 10⁶ neglected terms in one element, the error is guaranteed to be at most 10⁻⁴ in the same units. The actual error can be much smaller, because neglected terms may lie far below τ and terms of opposite sign partly cancel.

The same pair inequality also bounds exchange elements. With density matrix P and K_μν = ∑_λσ (μλ|νσ) P_λσ, the triangle inequality gives

|K_μν| ≤ ∑_λσ Q_μλ Q_νσ |P_λσ|.

This exchange estimate is argued in prose alone.

## A case of equality, and a matrix that violates the bound

Let B_pq = v_p v_q with all v_q ≥ 0, and let all D_q ≥ 0. In terms of charge, every listed pair density is then a nonnegative multiple of one charge distribution with unit self-repulsion. For the full list of pairs from linearly independent orbitals this happens only when there is a single orbital, so with more orbitals the example is a test of the matrix inequality and not a model of a molecule. The matrix is positive semidefinite because

xᵀBx = (∑_i x_i v_i)² ≥ 0.

Moreover Q_q = √(v_q²) = v_q, so

|J_p| = v_p ∑_q v_q D_q = Q_p ∑_q Q_q |D_q|.

```lean
/-- The screening bound is sharp: for `B_pq = v_p v_q` with `v ≥ 0`, which is positive
semidefinite, and a density vector `D ≥ 0`, it holds with equality. -/
theorem screening_bound_sharp (v D : ι → ℝ) (hv : ∀ q, 0 ≤ v q) (hD : ∀ q, 0 ≤ D q) (p : ι) :
    (vecMulVec v v).PosSemidef ∧
    |coulomb (vecMulVec v v) D p| =
      schwarzFactor (vecMulVec v v) p * ∑ q, schwarzFactor (vecMulVec v v) q * |D q| := by
  constructor
  · refine PosSemidef.of_dotProduct_mulVec_nonneg ?_ ?_
    · ext i j
      simp [vecMulVec_apply, mul_comm]
    · intro x
      -- the quadratic form is a perfect square
      have h : star x ⬝ᵥ (vecMulVec v v *ᵥ x) = (∑ i, x i * v i) ^ 2 := by
        rw [sq, Finset.sum_mul_sum]
        simp only [dotProduct, mulVec, vecMulVec_apply, star_trivial, Finset.mul_sum]
        exact Finset.sum_congr rfl fun i _ => Finset.sum_congr rfl fun j _ => by ring
      rw [h]
      exact sq_nonneg _
  · have hQ : ∀ q, schwarzFactor (vecMulVec v v) q = v q := fun q => by
      rw [schwarzFactor, vecMulVec_apply]
      exact Real.sqrt_mul_self (hv q)
    have hA : ∀ q, |D q| = D q := fun q => abs_of_nonneg (hD q)
    have hJ : coulomb (vecMulVec v v) D p = v p * ∑ q, v q * D q := by
      simp only [coulomb, vecMulVec_apply, Finset.mul_sum, mul_assoc]
    simp only [hQ, hA, hJ]
    exact abs_of_nonneg
      (mul_nonneg (hv p) (Finset.sum_nonneg fun q _ => mul_nonneg (hv q) (hD q)))
```

In Lean, `vecMulVec v v` is the matrix v vᵀ. The two parts of the proof establish positivity and equality.

Symmetry with a nonnegative diagonal is not enough for the bound. Number two pairs 0 and 1, and take

B_00 = B_11 = 0, B_01 = B_10 = 1, D = (0, 1).

Both Schwarz factors vanish, so the bound for p = 0 would be 0, whereas J_0 = 1. This matrix gives x = (1, −1) the self-repulsion −2, which the positivity hypothesis excludes.

```lean
/-- Symmetry alone does not suffice: the symmetric matrix with zero diagonal and unit
off-diagonal elements violates the screening bound for the density vector `(0, 1)`. -/
theorem symmetry_not_sufficient :
    (!![0, 1; 1, 0] : Matrix (Fin 2) (Fin 2) ℝ).IsSymm ∧
    schwarzFactor !![0, 1; 1, 0] (0 : Fin 2) *
        ∑ q : Fin 2, schwarzFactor !![0, 1; 1, 0] q * |(![0, 1] : Fin 2 → ℝ) q|
      < |coulomb !![0, 1; 1, 0] ![0, 1] (0 : Fin 2)| := by
  constructor
  · ext i j
    fin_cases i <;> fin_cases j <;> simp
  · simp [schwarzFactor, coulomb, Fin.sum_univ_two]

end

end SchwarzScreening
```

```lean
#print axioms SchwarzScreening.coulomb_eq_zero
#print axioms SchwarzScreening.screening_error
#print axioms SchwarzScreening.screening_bound_sharp
#print axioms SchwarzScreening.symmetry_not_sufficient
```

```
'SchwarzScreening.coulomb_eq_zero' depends on axioms: [propext, Classical.choice, Quot.sound]
'SchwarzScreening.screening_error' depends on axioms: [propext, Classical.choice, Quot.sound]
'SchwarzScreening.screening_bound_sharp' depends on axioms: [propext, Classical.choice, Quot.sound]
'SchwarzScreening.symmetry_not_sufficient' depends on axioms: [propext, Classical.choice, Quot.sound]
```
